# An eigenvector of a real symplectic step with non-zero Krein form has its eigenvalue on the unit circle and starts no Jordan chain

The declaration `krein_excludes_jordan_chain` concerns a real matrix S on the phase space of finitely many degrees of freedom that is symplectic, SᵀJS = J, where J is the canonical matrix sending (q, p) to (p, −q). S acts on complex vectors, and the Krein form of x and y is taken as xᴴJy, with no factor of i. If Sv = zv and vᴴJv is non-zero, then |z| = 1, and no vector w satisfies Sw = zw + v. The vector v need not be normalised, since rescaling it by a non-zero factor does not affect whether vᴴJv vanishes. The attempt gets z̄z = 1 from the Krein orthogonality of eigenvectors. It then supposes that such a w exists and uses the invariance of the form for the pair (v, w) to force z̄ vᴴJv = 0, which is impossible because neither factor vanishes.

The first attempt, which Lean rejects:

```lean
import Mathlib

open Matrix
open scoped ComplexOrder

namespace KreinSignature

noncomputable section

variable {l : Type*} [Fintype l] [DecidableEq l]

/-- The phase-space matrix that applies the same map `(q, p) ↦ (a q + b p, c q + d p)`
to every degree of freedom. -/
def blk (a b c d : ℝ) : Matrix (l ⊕ l) (l ⊕ l) ℝ :=
  fromBlocks (a • 1) (b • 1) (c • 1) (d • 1)

/-- The canonical symplectic matrix `J`, sending `(q, p)` to `(p, -q)`. -/
def canonicalJ : Matrix (l ⊕ l) (l ⊕ l) ℝ := blk 0 1 (-1) 0

/-- A real one-step matrix is symplectic when `Sᵀ J S = J`. -/
def IsSymplectic (S : Matrix (l ⊕ l) (l ⊕ l) ℝ) : Prop :=
  Sᵀ * canonicalJ * S = canonicalJ

/-- A real phase-space matrix regarded as a complex one. -/
def cplx (A : Matrix (l ⊕ l) (l ⊕ l) ℝ) : Matrix (l ⊕ l) (l ⊕ l) ℂ :=
  A.map Complex.ofRealHom

/-- The Krein form `xᴴ J y` of two complex phase-space vectors. -/
def krein (x y : l ⊕ l → ℂ) : ℂ := star x ⬝ᵥ (cplx canonicalJ *ᵥ y)

/-- A symplectic step preserves the Krein form. -/
theorem krein_invariant {S : Matrix (l ⊕ l) (l ⊕ l) ℝ} (hS : IsSymplectic S)
    (x y : l ⊕ l → ℂ) : krein (cplx S *ᵥ x) (cplx S *ᵥ y) = krein x y := by
  have hmul : ∀ A B : Matrix (l ⊕ l) (l ⊕ l) ℝ, cplx (A * B) = cplx A * cplx B :=
    fun A B => Matrix.map_mul
  -- for a real matrix the adjoint is the transpose
  have ht : (cplx S)ᴴ = cplx Sᵀ := by
    ext i j
    simp [cplx]
  have hc : (cplx S)ᴴ * cplx canonicalJ * cplx S = cplx canonicalJ := by
    rw [ht, ← hmul, ← hmul, hS]
  unfold krein
  rw [Matrix.star_mulVec, ← Matrix.dotProduct_mulVec, Matrix.mulVec_mulVec,
    Matrix.mulVec_mulVec, hc]

/-- Eigenvectors of a symplectic step for `z` and `μ` are orthogonal in the Krein form
unless `z̄ μ = 1`. -/
theorem krein_orthogonal {S : Matrix (l ⊕ l) (l ⊕ l) ℝ} (hS : IsSymplectic S)
    {z μ : ℂ} {x y : l ⊕ l → ℂ} (hx : cplx S *ᵥ x = z • x) (hy : cplx S *ᵥ y = μ • y)
    (hzμ : star z * μ ≠ 1) : krein x y = 0 := by
  have h : star z * (μ * krein x y) = krein x y := by
    have h := krein_invariant hS x y
    rw [hx, hy] at h
    simp only [krein, star_smul, smul_dotProduct, Matrix.mulVec_smul, dotProduct_smul,
      smul_eq_mul] at h
    unfold krein
    linear_combination h
  have h0 : (star z * μ - 1) * krein x y = 0 := by linear_combination h
  exact (mul_eq_zero.mp h0).resolve_left (sub_ne_zero.mpr hzμ)

/-- If an eigenvector `v` of a real symplectic step has `vᴴ J v ≠ 0`, its eigenvalue lies on
the unit circle and no Jordan chain starts from `v`. -/
theorem krein_excludes_jordan_chain {S : Matrix (l ⊕ l) (l ⊕ l) ℝ} (hS : IsSymplectic S)
    {z : ℂ} {v : l ⊕ l → ℂ} (hv : cplx S *ᵥ v = z • v) (hk : krein v v ≠ 0) :
    ‖z‖ = 1 ∧ ¬ ∃ w, cplx S *ᵥ w = z • w + v := by
  have hz : star z * z = 1 := by
    by_contra hne
    exact hk (krein_orthogonal hS hv hv hne)
  refine ⟨?_, ?_⟩
  · have hn := congrArg norm hz
    rw [norm_mul, norm_star, norm_one] at hn
    nlinarith [norm_nonneg z]
  · rintro ⟨w, hw⟩
    -- invariance for the pair (v, w) leaves only the signature of v
    have h : star z * (z * krein v w + krein v v) = krein v w := by
      have h := krein_invariant hS v w
      rw [hv, hw] at h
      simpa only [krein, star_smul, smul_dotProduct, Matrix.mulVec_add, Matrix.mulVec_smul,
        dotProduct_add, dotProduct_smul, smul_eq_mul] using h
    have h0 : star z * krein v v = 0 := by linear_combination h - krein v w * hz
    rcases mul_eq_zero.mp h0 with h1 | h1
    · rw [h1, zero_mul] at hz
      exact zero_ne_one hz
    · exact hk h1

end

end KreinSignature
```

The error:

```
Main.lean:78:6: error: Type mismatch: After simplification, term
  h
 has type
  z * (star z * star v ⬝ᵥ cplx canonicalJ *ᵥ w) + star z * star v ⬝ᵥ cplx canonicalJ *ᵥ v =
    star v ⬝ᵥ cplx canonicalJ *ᵥ w
but is expected to have type
  star z * (z * star v ⬝ᵥ cplx canonicalJ *ᵥ w + star v ⬝ᵥ cplx canonicalJ *ᵥ v) = star v ⬝ᵥ cplx canonicalJ *ᵥ w
```

The change, after which it compiles:

```diff
@@ -76,6 +76,8 @@
       have h := krein_invariant hS v w
       rw [hv, hw] at h
-      simpa only [krein, star_smul, smul_dotProduct, Matrix.mulVec_add, Matrix.mulVec_smul,
-        dotProduct_add, dotProduct_smul, smul_eq_mul] using h
+      simp only [krein, star_smul, smul_dotProduct, Matrix.mulVec_add, Matrix.mulVec_smul,
+        dotProduct_add, dotProduct_smul, smul_eq_mul] at h
+      unfold krein
+      linear_combination h
     have h0 : star z * krein v v = 0 := by linear_combination h - krein v w * hz
     rcases mul_eq_zero.mp h0 with h1 | h1
```

Cause. The error is a type mismatch at `simpa only`, between two equations that say the same thing in different algebraic forms. Write K for vᴴJw and N for vᴴJv. After simplification `h` reads z(z̄K) + z̄N = K, while the goal reads z̄(zK + N) = K. The listed lemmas expand the form over sums and pull scalars out of it, which here leaves z̄ inside each term of `h`. None of them distributes z̄ over the sum in the goal or reorders the factors, so the simplified `h` and the simplified goal never match.

The repair simplifies only `h`, with the same lemmas, and leaves the algebra to `linear_combination h`, which proves the goal from `h` by ring arithmetic and so doesn't mind how the products are arranged. Since `simp only … at h` no longer touches the goal, `unfold krein` is needed to write the goal in the same dot products as `h`; otherwise the ring arithmetic would treat `krein v w` and its expanded form as unrelated quantities.
